# The greatest localization reachable by rotating two real Gamma-point orbitals

Setting the derivative of a localization functional to zero can leave two orbitals in their least localized mixture, because minima and maxima both satisfy that condition. For two real orbitals and the functional built from plane-wave phase factors, the greatest value over all rotation angles has a closed form, and some angle attains it.

```lean
import Mathlib

open Matrix ComplexConjugate

namespace GammaPointWannier

noncomputable section

/-- Matrix of a plane-wave phase factor between two real orbitals: complex and symmetric,
with diagonal elements `a`, `b` and off-diagonal element `z`. -/
def phaseMatrix (a b z : ℂ) : Matrix (Fin 2) (Fin 2) ℂ := !![a, z; z, b]

/-- Real rotation of the orbital pair by the angle `θ`. -/
def rotation (θ : ℝ) : Matrix (Fin 2) (Fin 2) ℂ :=
  !![(Real.cos θ : ℂ), (Real.sin θ : ℂ); -(Real.sin θ : ℂ), (Real.cos θ : ℂ)]

/-- The phase matrix between the rotated orbitals. -/
def rotated (a b z : ℂ) (θ : ℝ) : Matrix (Fin 2) (Fin 2) ℂ :=
  rotation θ * phaseMatrix a b z * (rotation θ)ᵀ

/-- Localization functional: the sum of the squared moduli of the two diagonal elements
after rotation by `θ`. -/
def locality (a b z : ℂ) (θ : ℝ) : ℝ :=
  ‖rotated a b z θ 0 0‖ ^ 2 + ‖rotated a b z θ 1 1‖ ^ 2

/-- The rotated diagonal elements are `m + q` and `m - q`, with `m = (a+b)/2` and
`q = (a-b)/2 cos 2θ + z sin 2θ`; the off-diagonal one is `z cos 2θ - (a-b)/2 sin 2θ`. -/
theorem rotated_entries (a b z : ℂ) (θ : ℝ) :
    rotated a b z θ 0 0 = (a + b) / 2 +
        ((a - b) / 2 * (Real.cos (2 * θ) : ℂ) + z * (Real.sin (2 * θ) : ℂ)) ∧
    rotated a b z θ 1 1 = (a + b) / 2 -
        ((a - b) / 2 * (Real.cos (2 * θ) : ℂ) + z * (Real.sin (2 * θ) : ℂ)) ∧
    rotated a b z θ 0 1 =
        z * (Real.cos (2 * θ) : ℂ) - (a - b) / 2 * (Real.sin (2 * θ) : ℂ) := by
  have h := Complex.sin_sq_add_cos_sq (θ : ℂ)
  refine ⟨?_, ?_, ?_⟩ <;>
    simp [rotated, rotation, phaseMatrix, Matrix.mul_apply, Fin.sum_univ_two,
      Complex.cos_two_mul, Complex.sin_two_mul]
  · linear_combination b * h
  · linear_combination a * h
  · linear_combination (-z) * h

/-- Parallelogram law for two complex numbers. -/
theorem norm_sq_add_sub (m q : ℂ) :
    ‖m + q‖ ^ 2 + ‖m - q‖ ^ 2 = 2 * ‖m‖ ^ 2 + 2 * ‖q‖ ^ 2 := by
  simp only [Complex.sq_norm, Complex.normSq_apply, Complex.add_re, Complex.add_im,
    Complex.sub_re, Complex.sub_im]
  ring

/-- As a function of the rotation angle, the localization functional is a constant plus
a single harmonic in `4θ`. -/
theorem locality_eq (a b z : ℂ) (θ : ℝ) :
    locality a b z θ =
      2 * ‖(a + b) / 2‖ ^ 2 + ‖(a - b) / 2‖ ^ 2 + ‖z‖ ^ 2
        + (‖(a - b) / 2‖ ^ 2 - ‖z‖ ^ 2) * Real.cos (4 * θ)
        + 2 * (conj ((a - b) / 2) * z).re * Real.sin (4 * θ) := by
  obtain ⟨h0, h1, -⟩ := rotated_entries a b z θ
  have h := Real.sin_sq_add_cos_sq (2 * θ)
  rw [locality, h0, h1, norm_sq_add_sub, show 4 * θ = 2 * (2 * θ) by ring,
    Real.cos_two_mul' (2 * θ), Real.sin_two_mul (2 * θ)]
  generalize (a - b) / 2 = d
  generalize Real.cos (2 * θ) = C at h ⊢
  generalize Real.sin (2 * θ) = S at h ⊢
  simp only [Complex.sq_norm, Complex.normSq_apply, Complex.add_re, Complex.add_im,
    Complex.mul_re, Complex.mul_im, Complex.ofReal_re, Complex.ofReal_im,
    Complex.conj_re, Complex.conj_im]
  linear_combination (d.re ^ 2 + d.im ^ 2 + z.re ^ 2 + z.im ^ 2) * h

/-- The greatest value of `K + A cos 4θ + 2B sin 4θ` over real `θ` is
`K + √(A² + 4B²)`. -/
theorem isGreatest_harmonic (K A B : ℝ) :
    IsGreatest (Set.range fun θ : ℝ => K + A * Real.cos (4 * θ) + 2 * B * Real.sin (4 * θ))
      (K + √(A ^ 2 + 4 * B ^ 2)) := by
  constructor
  · -- the optimal `4θ` is the polar angle of the point `(A, 2B)`
    let w : ℂ := ⟨A, 2 * B⟩
    have hw : A ^ 2 + 4 * B ^ 2 = ‖w‖ ^ 2 := by
      rw [Complex.sq_norm, Complex.normSq_apply]
      change A ^ 2 + 4 * B ^ 2 = A * A + 2 * B * (2 * B)
      ring
    have hc : ‖w‖ * Real.cos w.arg = A := Complex.norm_mul_cos_arg w
    have hs : ‖w‖ * Real.sin w.arg = 2 * B := Complex.norm_mul_sin_arg w
    have h := Real.sin_sq_add_cos_sq w.arg
    refine ⟨w.arg / 4, ?_⟩
    change K + A * Real.cos (4 * (w.arg / 4)) + 2 * B * Real.sin (4 * (w.arg / 4)) = _
    rw [hw, Real.sqrt_sq (norm_nonneg w), show 4 * (w.arg / 4) = w.arg by ring]
    linear_combination (-Real.cos w.arg) * hc - Real.sin w.arg * hs + ‖w‖ * h
  · rintro _ ⟨θ, rfl⟩
    have h := Real.sin_sq_add_cos_sq (4 * θ)
    have hsq : (A * Real.cos (4 * θ) + 2 * B * Real.sin (4 * θ)) ^ 2 ≤ A ^ 2 + 4 * B ^ 2 := by
      have e : (A * Real.cos (4 * θ) + 2 * B * Real.sin (4 * θ)) ^ 2 = A ^ 2 + 4 * B ^ 2
          - (A * Real.sin (4 * θ) - 2 * B * Real.cos (4 * θ)) ^ 2 := by
        linear_combination (A ^ 2 + 4 * B ^ 2) * h
      rw [e]
      exact sub_le_self _ (sq_nonneg _)
    have hle := (le_abs_self _).trans (Real.abs_le_sqrt hsq)
    change K + A * Real.cos (4 * θ) + 2 * B * Real.sin (4 * θ) ≤ _
    linarith

/-- With `m = (a+b)/2` and `d = (a-b)/2`, the greatest localization reached by rotating two
real orbitals is `2|m|² + |d|² + |z|² + √((|d|² - |z|²)² + 4 (Re (conj d * z))²)`. -/
theorem isGreatest_locality (a b z : ℂ) :
    IsGreatest (Set.range (locality a b z))
      (2 * ‖(a + b) / 2‖ ^ 2 + ‖(a - b) / 2‖ ^ 2 + ‖z‖ ^ 2
        + √((‖(a - b) / 2‖ ^ 2 - ‖z‖ ^ 2) ^ 2 + 4 * (conj ((a - b) / 2) * z).re ^ 2)) := by
  rw [funext (locality_eq a b z)]
  exact isGreatest_harmonic _ _ _

/-- For several reciprocal vectors with real weights `w`, one common rotation angle is
optimized; the harmonic coefficients are summed before the square root is taken. -/
theorem isGreatest_weighted_locality {ι : Type*} [Fintype ι] (w : ι → ℝ) (a b z : ι → ℂ) :
    IsGreatest (Set.range fun θ : ℝ => ∑ i, w i * locality (a i) (b i) (z i) θ)
      (∑ i, w i * (2 * ‖(a i + b i) / 2‖ ^ 2 + ‖(a i - b i) / 2‖ ^ 2 + ‖z i‖ ^ 2)
        + √((∑ i, w i * (‖(a i - b i) / 2‖ ^ 2 - ‖z i‖ ^ 2)) ^ 2
          + 4 * (∑ i, w i * (conj ((a i - b i) / 2) * z i).re) ^ 2)) := by
  convert isGreatest_harmonic _ _ _ using 2
  funext θ
  simp only [Finset.sum_mul, Finset.mul_sum, ← Finset.sum_add_distrib]
  refine Finset.sum_congr rfl fun i _ => ?_
  rw [locality_eq]
  ring

/-- Rotation only moves weight between diagonal and off-diagonal elements: the sum of all
squared moduli is conserved. -/
theorem locality_add_offDiagonal (a b z : ℂ) (θ : ℝ) :
    locality a b z θ + 2 * ‖rotated a b z θ 0 1‖ ^ 2 = ‖a‖ ^ 2 + ‖b‖ ^ 2 + 2 * ‖z‖ ^ 2 := by
  obtain ⟨h0, h1, h2⟩ := rotated_entries a b z θ
  have h := Real.sin_sq_add_cos_sq (2 * θ)
  have p := norm_sq_add_sub ((a + b) / 2) ((a - b) / 2)
  rw [show (a + b) / 2 + (a - b) / 2 = a by ring,
    show (a + b) / 2 - (a - b) / 2 = b by ring] at p
  rw [locality, h0, h1, h2, norm_sq_add_sub, p]
  generalize (a - b) / 2 = d
  generalize Real.cos (2 * θ) = C at h ⊢
  generalize Real.sin (2 * θ) = S at h ⊢
  simp only [Complex.sq_norm, Complex.normSq_apply, Complex.add_re, Complex.add_im,
    Complex.sub_re, Complex.sub_im, Complex.mul_re, Complex.mul_im, Complex.ofReal_re,
    Complex.ofReal_im]
  linear_combination 2 * (d.re ^ 2 + d.im ^ 2 + z.re ^ 2 + z.im ^ 2) * h

/-- Some real rotation removes the off-diagonal element completely if and only if
`conj d * z` is real, where `d = (a-b)/2`. -/
theorem exists_diagonal_iff (a b z : ℂ) :
    (∃ θ : ℝ, rotated a b z θ 0 1 = 0) ↔ (conj ((a - b) / 2) * z).im = 0 := by
  constructor
  · rintro ⟨θ, h⟩
    rw [(rotated_entries a b z θ).2.2] at h
    have hCS := Real.sin_sq_add_cos_sq (2 * θ)
    generalize (a - b) / 2 = d at h ⊢
    generalize Real.cos (2 * θ) = C at h hCS
    generalize Real.sin (2 * θ) = S at h hCS
    have hre := congrArg Complex.re h
    have him := congrArg Complex.im h
    simp only [Complex.sub_re, Complex.sub_im, Complex.mul_re, Complex.mul_im,
      Complex.ofReal_re, Complex.ofReal_im, Complex.zero_re, Complex.zero_im] at hre him
    simp only [Complex.mul_im, Complex.conj_re, Complex.conj_im]
    linear_combination (C * d.re + S * z.re) * him - (C * d.im + S * z.im) * hre
      - (d.re * z.im - d.im * z.re) * hCS
  · intro hX
    -- at the optimal angle the diagonal carries the whole conserved weight
    obtain ⟨θ, hθ⟩ := (isGreatest_locality a b z).1
    have cons := locality_add_offDiagonal a b z θ
    have p := norm_sq_add_sub ((a + b) / 2) ((a - b) / 2)
    rw [show (a + b) / 2 + (a - b) / 2 = a by ring,
      show (a + b) / 2 - (a - b) / 2 = b by ring] at p
    generalize (a - b) / 2 = d at hX hθ p
    have e : (‖d‖ ^ 2 - ‖z‖ ^ 2) ^ 2 + 4 * (conj d * z).re ^ 2 = (‖d‖ ^ 2 + ‖z‖ ^ 2) ^ 2 := by
      simp only [Complex.mul_im, Complex.conj_re, Complex.conj_im] at hX
      simp only [Complex.sq_norm, Complex.normSq_apply, Complex.mul_re, Complex.conj_re,
        Complex.conj_im]
      linear_combination (-4 * (d.re * z.im - d.im * z.re)) * hX
    rw [e, Real.sqrt_sq (by positivity)] at hθ
    have h0 : ‖rotated a b z θ 0 1‖ ^ 2 = 0 := by linarith
    exact ⟨θ, norm_eq_zero.mp ((pow_eq_zero_iff two_ne_zero).mp h0)⟩

end

end GammaPointWannier
```

```lean
#print axioms GammaPointWannier.isGreatest_locality
#print axioms GammaPointWannier.isGreatest_weighted_locality
#print axioms GammaPointWannier.exists_diagonal_iff
```

```
'GammaPointWannier.isGreatest_locality' depends on axioms: [propext, Classical.choice, Quot.sound]
'GammaPointWannier.isGreatest_weighted_locality' depends on axioms: [propext, Classical.choice, Quot.sound]
'GammaPointWannier.exists_diagonal_iff' depends on axioms: [propext, Classical.choice, Quot.sound]
```

## Two orbitals, one phase factor, one angle

At the Gamma point the orbitals φ₀ and φ₁ can be taken real when the Hamiltonian is real. For a reciprocal vector G, the phase factor e^(−iG·r) has the matrix elements

a = ∫ φ₀ e^(−iG·r) φ₀,  b = ∫ φ₁ e^(−iG·r) φ₁,  z = ∫ φ₀ e^(−iG·r) φ₁.

They are complex, but because the orbitals are real the two off-diagonal elements are equal. The matrix is therefore symmetric and in general not Hermitian; this is `phaseMatrix a b z`. The letter z is a matrix element here, not a coordinate.

A real rotation by θ forms the new orbitals cos θ φ₀ + sin θ φ₁ and −sin θ φ₀ + cos θ φ₁. With R the matrix of this rotation, the phase matrix Z becomes R Z Rᵀ, which is `rotated a b z θ`. A normalized orbital whose extent along G is small compared with the wavelength 2π/|G| has a diagonal element of modulus near 1. The functional `locality` adds the squared moduli of the two diagonal elements. A larger value means stronger localization along G, up to shifts by whole wavelengths; one G says nothing about the spread perpendicular to it.

Write m = (a+b)/2 and d = (a−b)/2. The theorem `isGreatest_locality` says that the greatest value of `locality` over all real θ is

2|m|² + |d|² + |z|² + √((|d|² − |z|²)² + 4 (Re d̄z)²).

`Set.range` collects the values taken at all real angles, and `IsGreatest` says that the stated number is one of them and that none exceeds it. The double bars in Lean are the complex modulus, and `conj` is complex conjugation.

The theorem holds for arbitrary complex a, b and z. That these numbers are the integrals above, for real orthonormal orbitals, is the step supplied by the physics. Extended to several reciprocal vectors, as done below, the result describes one step of a Gamma-point Wannier localization that proceeds by pair rotations; it says nothing about whether repeated sweeps over many orbitals reach a global maximum.

## From the matrix product to a single harmonic

Multiplying out R Z Rᵀ gives the first diagonal element

a cos²θ + 2z sin θ cos θ + b sin²θ = m + q,  with q = d cos 2θ + z sin 2θ.

The second is a sin²θ − 2z sin θ cos θ + b cos²θ = m − q, and the off-diagonal element is

p = z cos 2θ − d sin 2θ.

This is `rotated_entries`. Lean expands the product and the double angles, and `linear_combination` closes each identity using sin²θ + cos²θ = 1.

The parallelogram law, `norm_sq_add_sub`, removes the cross terms between m and q:

|m+q|² + |m−q|² = 2|m|² + 2|q|².

Next,

|q|² = |d|² cos²2θ + |z|² sin²2θ + 2 Re(d̄z) sin 2θ cos 2θ.

With 2cos²2θ = 1 + cos 4θ, 2sin²2θ = 1 − cos 4θ and 2 sin 2θ cos 2θ = sin 4θ, the functional is

K + A cos 4θ + 2B sin 4θ,

where K = 2|m|² + |d|² + |z|², A = |d|² − |z|² and B = Re(d̄z). This is `locality_eq`, which Lean checks after splitting the complex numbers into real and imaginary parts.

## The bound and the angle that attains it

For every θ,

(A cos 4θ + 2B sin 4θ)² = A² + 4B² − (A sin 4θ − 2B cos 4θ)² ≤ A² + 4B².

Taking the root gives the upper bound K + √(A² + 4B²). To attain it, let 4θ be the polar angle of the complex number A + 2iB. Then A = √(A² + 4B²) cos 4θ and 2B = √(A² + 4B²) sin 4θ, so the harmonic equals √(A² + 4B²).

Both halves are in `isGreatest_harmonic`, where the complex number is called `w` and the angle is `w.arg / 4`. If A = B = 0, the functional is constant and every angle is optimal. Inserting `locality_eq` into this lemma proves `isGreatest_locality`.

## Several reciprocal vectors

A three-dimensional cell needs several reciprocal vectors, with real weights that represent the cell geometry. They all share one rotation angle, so their separate maxima can't in general be added. The weighted functional is still a constant plus one harmonic in 4θ, with coefficients

A = Σᵢ wᵢ(|dᵢ|² − |zᵢ|²),  B = Σᵢ wᵢ Re(d̄ᵢzᵢ).

The sums are formed first and the root is taken afterwards. `isGreatest_weighted_locality` states this for any finite family and any real weights; its `w` is the weight, not the complex number of the previous lemma. The proof moves the finite sums through the harmonic and applies `locality_eq` to each term.

## When the off-diagonal element can vanish

Expanding the squares gives |q|² + |p|² = |d|² + |z|². Together with 2|m|² + 2|d|² = |a|² + |b|², this yields `locality_add_offDiagonal`:

locality + 2|p|² = |a|² + |b|² + 2|z|².

Maximizing the diagonal weight is therefore the same as minimizing |p|. For a real symmetric matrix, p can always be rotated to zero. For complex elements, `exists_diagonal_iff` says that this is possible exactly when Im(d̄z) = 0.

One direction follows from an identity valid at every angle,

Im(q̄p) = (cos²2θ + sin²2θ) Im(d̄z) = Im(d̄z),

so p = 0 forces Im(d̄z) = 0. The long `linear_combination` in Lean is this identity written in real and imaginary parts.

For the converse, |d̄z|² = |d|²|z|² gives

(|d|² − |z|²)² + 4(Re d̄z)² = (|d|² + |z|²)² − 4(Im d̄z)².

If Im(d̄z) = 0, the root is |d|² + |z|². The maximum then equals the whole conserved weight, and p = 0 at the optimal angle.

## Equal diagonal elements

If a = b, then d = 0 and the functional is

2|a|² + |z|² − |z|² cos 4θ.

For z ≠ 0 the starting angle θ = 0 is a minimum with zero derivative, so a gradient step from there doesn't move. The maximum 2|a|² + 2|z|² is reached at θ = 45°, where the diagonal elements are a + z and a − z and the off-diagonal element vanishes.

## A numerical instance

Take a = 0.7, b = 0.1 and z = 0.1 + 0.4i. Then m = 0.4, d = 0.3, |z|² = 0.17 and d̄z = 0.03 + 0.12i, so

K = 0.32 + 0.09 + 0.17 = 0.58,  A = −0.08,  2B = 0.06,  √(A² + 4B²) = 0.10.

The functional starts at K + A = 0.50 and has the maximum 0.68. The point (−0.08, 0.06) has polar angle 143.13°, so θ ≈ 35.78°. The conserved weight is 0.49 + 0.01 + 0.34 = 0.84, which leaves |p|² = (0.84 − 0.68)/2 = 0.08. It can't be zero, since Im(d̄z) = 0.12.

The stationarity condition tan 4θ = 2B/A = −0.75, solved with the principal arctangent, gives 4θ = −36.87° instead. There the functional is 0.48, its minimum, which is below the value before any rotation. A two-argument arctangent of 2B and A selects the maximum.
